# Optimal damping: an exact line search from two Fock matrices

## Densities, Fock matrices and energy

Let $D$ be a density matrix in a finite orthonormal basis of spin orbitals, $h$ the core Hamiltonian and $G$ a linear map on matrices. Define

$$F(D)=h+G(D),\qquad E(D)=\mathrm{tr}(hD)+\tfrac12\mathrm{tr}(G(D)D).$$

Assume $\mathrm{tr}(G(A)B)=\mathrm{tr}(G(B)A)$ for all matrices $A$, $B$ (we then call $G$ trace-symmetric); in particular, the interaction energy of two densities doesn't depend on their order. For a second density $D'$, put $X=D'-D$, $s=\mathrm{tr}(F(D)X)$ and $c=\mathrm{tr}((F(D')-F(D))X)$.

A relaxed density is real symmetric with $0\le D\le1$ and trace $N$, so fractional occupations are allowed. An Aufbau density of $F$ fills $N$ eigenvectors with energies at most $\mu$, the others lying at or above $\mu$.

## The energy along the segment

Linearity gives $F(D+lX)=(1-l)F(D)+lF(D')$. Expanding the energy,

$$E(D+lX)=E(D)+l\,\mathrm{tr}(hX)+\tfrac l2[\mathrm{tr}(G(D)X)+\mathrm{tr}(G(X)D)]+\tfrac{l^2}2\mathrm{tr}(G(X)X).$$

Symmetry makes the bracket $2\,\mathrm{tr}(G(D)X)$, and $c=\mathrm{tr}(G(X)X)$, so

$$E(D+lX)=E(D)+ls+\tfrac{l^2}{2}c.$$

The derivative is $s+lc=\mathrm{tr}(F(D+lX)X)$. Once $F(D)$ and $F(D')$ are known, this mean-field line search needs no further Fock build.

Conversely, for $D=A$, $D'=A+B$ and any linear $G$,

$$2(E(D')-E(D)-s)-c=\mathrm{tr}(G(B)A)-\mathrm{tr}(G(A)B),$$

so $c=2(E(D')-E(D)-s)$ holds for all pairs of matrices $D$, $D'$ exactly when $G$ is trace-symmetric.

## The step and its sign

Let $q(l)=ls+l^2c/2$ with $s\le0$ and $0\le l\le1$.

- If $c\le-s$, take $l^*=1$: $q(l)-q(1)=(1-l)(-s-c(1+l)/2)\ge0$.
- Otherwise $c>-s\ge0$; take $l^*=-s/c$, which lies in $[0,1)$: $q(l)-q(l^*)=c(l-l^*)^2/2\ge0$.

If $s<0$, then $q(l^*)$ is at most $s/2$ in the first case and equals $-s^2/(2c)$ in the second, so the energy drops.

Now let $D$ be relaxed with trace $N$. For an Aufbau density $D'=U\,\mathrm{diag}(o)U^T$ of $F(D)=U\,\mathrm{diag}(\varepsilon)U^T$, with $U$ orthogonal and each occupation $o_i$ equal to 0 or 1, let $d_i=(U^TDU)_{ii}$. Then $0\le d_i\le1$ and $\sum_i d_i=\sum_i o_i=N$, hence

$$s=\sum_i(\varepsilon_i-\mu)(o_i-d_i)\le0.$$

Also $x^TD'x=\sum_i o_i(U^Tx)_i^2$ lies between $0$ and $x^Tx$, so $D'$ is relaxed. Convex combinations preserve symmetry, both bounds and the trace, so the update is relaxed too.

## What the Lean statement says

`oda_step` takes `TraceSymm G`, a `Relaxed` density `D` and an `IsAufbau` density `D'` of `fock h G D`. It concludes that `odaUpdate` is relaxed, minimises the energy on the segment and does not raise it. This concerns one step, not convergence of the SCF iteration. The algebraic identities hold over a field, of characteristic zero where ½ matters; the line search is real.

```lean
import Mathlib

open Matrix

namespace OptimalDamping

noncomputable section

variable {n : Type*} {K : Type*} [Field K]

/-- The Fock matrix `F(D) = h + G(D)`. -/
def fock (h : Matrix n n K) (G : Matrix n n K →ₗ[K] Matrix n n K) (D : Matrix n n K) :
    Matrix n n K :=
  h + G D

/-- Along the line through `D` and `D'` the Fock matrix is the linear interpolation of the
Fock matrices at the two end points. -/
theorem fock_line (h : Matrix n n K) (G : Matrix n n K →ₗ[K] Matrix n n K)
    (D D' : Matrix n n K) (l : K) :
    fock h G (D + l • (D' - D)) = (1 - l) • fock h G D + l • fock h G D' := by
  simp only [fock, map_add, map_smul, map_sub]
  module

variable [Fintype n]

/-- Symmetry of the two-electron operator: `tr(G(A) B) = tr(G(B) A)` for all `A`, `B`. -/
def TraceSymm (G : Matrix n n K →ₗ[K] Matrix n n K) : Prop :=
  ∀ A B, trace (G A * B) = trace (G B * A)

/-- The mean-field energy `E(D) = tr(h D) + tr(G(D) D) / 2`. -/
def energy (h : Matrix n n K) (G : Matrix n n K →ₗ[K] Matrix n n K) (D : Matrix n n K) : K :=
  trace (h * D) + trace (G D * D) / 2

/-- The slope `s = tr(F(D) (D' - D))`. -/
def slope (h : Matrix n n K) (G : Matrix n n K →ₗ[K] Matrix n n K) (D D' : Matrix n n K) : K :=
  trace (fock h G D * (D' - D))

/-- The curvature `c = tr((F(D') - F(D)) (D' - D))`. -/
def curvature (h : Matrix n n K) (G : Matrix n n K →ₗ[K] Matrix n n K)
    (D D' : Matrix n n K) : K :=
  trace ((fock h G D' - fock h G D) * (D' - D))

/-- For trace-symmetric `G` the energy on the line is the quadratic
`E(D + l (D' - D)) = E(D) + l s + (l² / 2) c`. -/
theorem energy_line [CharZero K] {G : Matrix n n K →ₗ[K] Matrix n n K} (hG : TraceSymm G)
    (h D D' : Matrix n n K) (l : K) :
    energy h G (D + l • (D' - D)) =
      energy h G D + l * slope h G D D' + l ^ 2 / 2 * curvature h G D D' := by
  obtain ⟨X, rfl⟩ : ∃ X, D' = D + X := ⟨D' - D, by abel⟩
  simp only [energy, slope, curvature, fock, add_sub_cancel_left, map_add, map_smul,
    Matrix.add_mul, Matrix.mul_add, Matrix.sub_mul, Matrix.smul_mul, Matrix.mul_smul,
    trace_add, trace_sub, trace_smul, smul_eq_mul]
  -- the two cross terms agree by the symmetry of G
  have hX := hG X D
  linear_combination (l / 2) * hX

/-- The relation `c = 2 (E(D') - E(D) - s)` holds for all pairs `D`, `D'` if and only if
`G` is trace-symmetric. -/
theorem traceSymm_iff_curvature [CharZero K] (h : Matrix n n K)
    (G : Matrix n n K →ₗ[K] Matrix n n K) :
    TraceSymm G ↔ ∀ D D', curvature h G D D' =
      2 * (energy h G D' - energy h G D - slope h G D D') := by
  constructor
  · intro hG D D'
    have h1 := energy_line hG h D D' 1
    have e : D + (1 : K) • (D' - D) = D' := by
      rw [one_smul]
      abel
    rw [e] at h1
    linear_combination (-2) * h1
  · intro hc A B
    have h1 := hc A (A + B)
    simp only [energy, slope, curvature, fock, add_sub_cancel_left, map_add,
      Matrix.add_mul, Matrix.mul_add, Matrix.sub_mul, trace_add, trace_sub] at h1
    linear_combination h1

/-- The Coulomb-minus-exchange operator `G(D) = tr(V D) V - V D V` of factorised two-electron
integrals `(ij|kl) = V_ij V_kl`. -/
def coulombExchange (V : Matrix n n K) : Matrix n n K →ₗ[K] Matrix n n K where
  toFun D := trace (V * D) • V - V * D * V
  map_add' A B := by
    simp only [Matrix.mul_add, Matrix.add_mul, trace_add, add_smul]
    abel
  map_smul' c A := by
    simp only [Matrix.mul_smul, Matrix.smul_mul, trace_smul, smul_eq_mul, RingHom.id_apply]
    module

/-- The factorised Coulomb-minus-exchange operator is trace-symmetric for every `V`. -/
theorem coulombExchange_witness (V : Matrix n n K) : TraceSymm (coulombExchange V) := by
  have e : ∀ A B : Matrix n n K, trace (coulombExchange V A * B) =
      trace (V * A) * trace (V * B) - trace (V * A * (V * B)) := by
    intro A B
    show trace ((trace (V * A) • V - V * A * V) * B) = _
    rw [Matrix.sub_mul, Matrix.smul_mul, trace_sub, trace_smul, smul_eq_mul,
      Matrix.mul_assoc (V * A)]
  intro A B
  rw [e A B, e B A, mul_comm (trace (V * A)), trace_mul_comm (V * A)]

/-- The derivative of the energy along the line at the step `l` is
`tr(F(D + l (D' - D)) (D' - D))`. -/
theorem energy_line_hasDerivAt {G : Matrix n n ℝ →ₗ[ℝ] Matrix n n ℝ} (hG : TraceSymm G)
    (h D D' : Matrix n n ℝ) (l : ℝ) :
    HasDerivAt (fun t : ℝ => energy h G (D + t • (D' - D)))
      (trace (fock h G (D + l • (D' - D)) * (D' - D))) l := by
  have e : (fun t : ℝ => energy h G (D + t • (D' - D))) = fun t : ℝ =>
      energy h G D + t * slope h G D D' + t * t * (curvature h G D D' / 2) := by
    funext t
    rw [energy_line hG h D D' t]
    ring
  have hd : trace (fock h G (D + l • (D' - D)) * (D' - D)) =
      slope h G D D' + l * curvature h G D D' := by
    rw [fock_line]
    simp only [slope, curvature, Matrix.add_mul, Matrix.sub_mul, Matrix.smul_mul,
      trace_add, trace_sub, trace_smul, smul_eq_mul]
    ring
  rw [e, hd]
  have h1 := (((hasDerivAt_id' l).mul_const (slope h G D D')).const_add (energy h G D)).fun_add
    (((hasDerivAt_id' l).fun_mul (hasDerivAt_id' l)).mul_const (curvature h G D D' / 2))
  exact h1.congr_deriv (by ring)

/-- The damping parameter computed from slope `s` and curvature `c`: the full step `1` when
`c ≤ -s`, and `-s / c` otherwise. -/
def optimalStep (s c : ℝ) : ℝ :=
  if c ≤ -s then 1 else (-s) / c

/-- For non-positive slope the damping parameter lies in `[0, 1]` and minimises
`l s + (l² / 2) c` over `l ∈ [0, 1]`. -/
theorem optimalStep_spec {s : ℝ} (c : ℝ) (hs : s ≤ 0) :
    optimalStep s c ∈ Set.Icc (0 : ℝ) 1 ∧ ∀ l ∈ Set.Icc (0 : ℝ) 1,
      optimalStep s c * s + optimalStep s c ^ 2 / 2 * c ≤ l * s + l ^ 2 / 2 * c := by
  by_cases hc : c ≤ -s
  · -- full step: the difference factorises as (1 - l) (-s - c (1 + l) / 2)
    have e : optimalStep s c = 1 := by rw [optimalStep, if_pos hc]
    rw [e]
    refine ⟨⟨zero_le_one, le_rfl⟩, ?_⟩
    rintro l ⟨h0, h1⟩
    have h1l : 0 ≤ 1 - l := by linarith
    have hb : 0 ≤ -s - c * (1 + l) / 2 := by
      nlinarith [mul_nonneg (show 0 ≤ 1 + l by linarith) (show 0 ≤ -s - c by linarith),
        mul_nonneg h1l (show 0 ≤ -s by linarith)]
    nlinarith [mul_nonneg h1l hb]
  · -- interior step: the vertex of a convex parabola
    have e : optimalStep s c = (-s) / c := by rw [optimalStep, if_neg hc]
    rw [e]
    have hc' : -s < c := not_le.mp hc
    have hpos : 0 < c := by linarith
    refine ⟨⟨div_nonneg (neg_nonneg.2 hs) hpos.le, (div_le_one hpos).2 hc'.le⟩, ?_⟩
    intro l _
    have ha : (-s) / c * c = -s := div_mul_cancel₀ _ hpos.ne'
    generalize (-s) / c = a at ha ⊢
    have hs' : s = -(a * c) := by linarith
    rw [hs']
    nlinarith [mul_nonneg hpos.le (sq_nonneg (l - a))]

/-- The optimal damping update `D + l* (D' - D)`, with `l*` computed from the slope and the
curvature. -/
def odaUpdate (h : Matrix n n ℝ) (G : Matrix n n ℝ →ₗ[ℝ] Matrix n n ℝ)
    (D D' : Matrix n n ℝ) : Matrix n n ℝ :=
  D + optimalStep (slope h G D D') (curvature h G D D') • (D' - D)

/-- If the slope is negative, the optimal damping update strictly lowers the energy. -/
theorem odaUpdate_energy_lt {G : Matrix n n ℝ →ₗ[ℝ] Matrix n n ℝ} (hG : TraceSymm G)
    (h D D' : Matrix n n ℝ) (hs : slope h G D D' < 0) :
    energy h G (odaUpdate h G D D') < energy h G D := by
  rw [odaUpdate, energy_line hG h D D']
  generalize slope h G D D' = s at hs ⊢
  generalize curvature h G D D' = c
  by_cases hc : c ≤ -s
  · have e : optimalStep s c = 1 := by rw [optimalStep, if_pos hc]
    rw [e]
    linarith
  · have e : optimalStep s c = (-s) / c := by rw [optimalStep, if_neg hc]
    rw [e]
    have hc' : -s < c := not_le.mp hc
    have hpos : 0 < c := by linarith
    have ha : (-s) / c * c = -s := div_mul_cancel₀ _ hpos.ne'
    have hapos : 0 < (-s) / c := div_pos (neg_pos.2 hs) hpos
    generalize (-s) / c = a at ha hapos ⊢
    have h1 : a ^ 2 / 2 * c = -(a * s) / 2 := by linear_combination (a / 2) * ha
    have h2 := mul_neg_of_pos_of_neg hapos hs
    linarith

/-- A relaxed density matrix for `N` electrons: symmetric, `0 ≤ D ≤ 1` as a quadratic form,
and of trace `N`. -/
structure Relaxed (N : ℕ) (D : Matrix n n ℝ) : Prop where
  isSymm : Dᵀ = D
  nonneg : ∀ x : n → ℝ, 0 ≤ x ⬝ᵥ D *ᵥ x
  le_one : ∀ x : n → ℝ, x ⬝ᵥ D *ᵥ x ≤ x ⬝ᵥ x
  trace_eq : trace D = N

/-- Every point of the segment between two relaxed densities is a relaxed density. -/
theorem relaxed_line {N : ℕ} {D D' : Matrix n n ℝ} (hD : Relaxed N D) (hD' : Relaxed N D')
    {l : ℝ} (hl : l ∈ Set.Icc (0 : ℝ) 1) : Relaxed N (D + l • (D' - D)) := by
  obtain ⟨h0, h1⟩ := hl
  have h1l : 0 ≤ 1 - l := by linarith
  have key : ∀ x : n → ℝ, x ⬝ᵥ (D + l • (D' - D)) *ᵥ x =
      (1 - l) * (x ⬝ᵥ D *ᵥ x) + l * (x ⬝ᵥ D' *ᵥ x) := by
    intro x
    have hs : (l • (D' - D)) *ᵥ x = l • ((D' - D) *ᵥ x) := Matrix.smul_mulVec _ _ _
    rw [add_mulVec, hs, sub_mulVec, dotProduct_add, dotProduct_smul, dotProduct_sub,
      smul_eq_mul]
    ring
  refine ⟨?_, ?_, ?_, ?_⟩
  · rw [transpose_add, transpose_smul, transpose_sub, hD.isSymm, hD'.isSymm]
  · intro x
    rw [key]
    exact add_nonneg (mul_nonneg h1l (hD.nonneg x)) (mul_nonneg h0 (hD'.nonneg x))
  · intro x
    rw [key]
    nlinarith [mul_nonneg h1l (sub_nonneg.2 (hD.le_one x)),
      mul_nonneg h0 (sub_nonneg.2 (hD'.le_one x))]
  · rw [trace_add, trace_smul, trace_sub, hD.trace_eq, hD'.trace_eq]
    simp

variable [DecidableEq n]

/-- Occupation numbers: `1` on the set `occ` of occupied orbitals and `0` elsewhere. -/
def occupation (occ : Finset n) (i : n) : ℝ :=
  if i ∈ occ then 1 else 0

/-- `P` is an Aufbau density of `F`: `F = U diag(ε) Uᵀ` with `U` orthogonal, and
`P = U diag(occupation) Uᵀ` fills `N` orbitals with energies at most a level `μ`, all other
energies being at least `μ`. -/
def IsAufbau (N : ℕ) (F P : Matrix n n ℝ) : Prop :=
  ∃ (U : Matrix n n ℝ) (ε : n → ℝ) (occ : Finset n) (μ : ℝ),
    Uᵀ * U = 1 ∧ F = U * diagonal ε * Uᵀ ∧ occ.card = N ∧
    (∀ i, i ∈ occ → ε i ≤ μ) ∧ (∀ i, i ∉ occ → μ ≤ ε i) ∧
    P = U * diagonal (occupation occ) * Uᵀ

/-- An Aufbau density is a relaxed density. -/
theorem IsAufbau.relaxed {N : ℕ} {F P : Matrix n n ℝ} (hP : IsAufbau N F P) :
    Relaxed N P := by
  obtain ⟨U, ε, occ, μ, hU, -, hcard, -, -, rfl⟩ := hP
  have hUU : U * Uᵀ = 1 := mul_eq_one_comm.mp hU
  -- quadratic forms in the orbital basis
  have key : ∀ w x : n → ℝ, x ⬝ᵥ (U * diagonal w * Uᵀ) *ᵥ x =
      ∑ i, w i * ((x ᵥ* U) i) ^ 2 := by
    intro w x
    rw [← mulVec_mulVec, ← mulVec_mulVec, dotProduct_mulVec, mulVec_transpose]
    simp only [dotProduct, mulVec_diagonal]
    exact Finset.sum_congr rfl fun i _ => by ring
  refine ⟨?_, ?_, ?_, ?_⟩
  · simp only [transpose_mul, transpose_transpose, diagonal_transpose, Matrix.mul_assoc]
  · intro x
    rw [key]
    refine Finset.sum_nonneg fun i _ => ?_
    by_cases hi : i ∈ occ <;> simp [occupation, hi, sq_nonneg]
  · intro x
    have h1 := key (fun _ => 1) x
    rw [diagonal_one, Matrix.mul_one, hUU, one_mulVec] at h1
    rw [key, h1]
    refine Finset.sum_le_sum fun i _ => ?_
    by_cases hi : i ∈ occ <;> simp [occupation, hi, sq_nonneg]
  · rw [trace_mul_cycle, hU, Matrix.one_mul, trace_diagonal, ← hcard]
    simp [occupation]

/-- An Aufbau density `P` of `F` satisfies `tr(F P) ≤ tr(F D)` for every relaxed density `D`
with the same number of electrons. -/
theorem IsAufbau.trace_le {N : ℕ} {F P D : Matrix n n ℝ} (hP : IsAufbau N F P)
    (hD : Relaxed N D) : trace (F * P) ≤ trace (F * D) := by
  obtain ⟨U, ε, occ, μ, hU, rfl, hcard, hocc, hvirt, rfl⟩ := hP
  have hUU : U * Uᵀ = 1 := mul_eq_one_comm.mp hU
  -- tr(F A) is the sum of orbital energies times diagonal elements in the orbital basis
  have key : ∀ A : Matrix n n ℝ, trace (U * diagonal ε * Uᵀ * A) =
      ∑ i, ε i * (Uᵀ * A * U) i i := by
    intro A
    have e1 : U * diagonal ε * Uᵀ * A = U * (diagonal ε * (Uᵀ * A)) := by
      simp only [Matrix.mul_assoc]
    have e2 : trace (U * diagonal ε * Uᵀ * A) = trace (diagonal ε * (Uᵀ * A * U)) := by
      rw [e1, trace_mul_comm]
      simp only [Matrix.mul_assoc]
    rw [e2]
    simp only [Matrix.trace, Matrix.diag_apply, Matrix.diagonal_mul]
  have hPU : Uᵀ * (U * diagonal (occupation occ) * Uᵀ) * U = diagonal (occupation occ) := by
    calc Uᵀ * (U * diagonal (occupation occ) * Uᵀ) * U
        = (Uᵀ * U) * diagonal (occupation occ) * (Uᵀ * U) := by
          simp only [Matrix.mul_assoc]
      _ = diagonal (occupation occ) := by rw [hU, Matrix.one_mul, Matrix.mul_one]
  -- the orbital populations of D lie in [0, 1] and add up to N
  have hform : ∀ i, (Uᵀ * D * U) i i = (fun k => U k i) ⬝ᵥ D *ᵥ (fun k => U k i) := by
    intro i
    rw [Matrix.mul_assoc]
    rfl
  have hnorm : ∀ i, (fun k => U k i) ⬝ᵥ (fun k => U k i) = 1 := by
    intro i
    have h1 := congrFun (congrFun hU i) i
    rw [one_apply_eq] at h1
    exact h1
  have hd0 : ∀ i, 0 ≤ (Uᵀ * D * U) i i := fun i => by
    rw [hform]
    exact hD.nonneg _
  have hd1 : ∀ i, (Uᵀ * D * U) i i ≤ 1 := fun i => by
    rw [hform, ← hnorm i]
    exact hD.le_one _
  have hsumd : ∑ i, (Uᵀ * D * U) i i = N := by
    have e : ∑ i, (Uᵀ * D * U) i i = trace (Uᵀ * D * U) := rfl
    rw [e, trace_mul_cycle, hUU, Matrix.one_mul, hD.trace_eq]
  have hsumo : ∑ i, occupation occ i = N := by
    rw [← hcard]
    simp [occupation]
  -- compare term by term after shifting the energies by μ
  have hterm : ∀ i, ε i * occupation occ i - μ * occupation occ i ≤
      ε i * (Uᵀ * D * U) i i - μ * (Uᵀ * D * U) i i := by
    intro i
    by_cases hi : i ∈ occ
    · have e : occupation occ i = 1 := by rw [occupation, if_pos hi]
      rw [e]
      nlinarith [mul_nonneg (sub_nonneg.2 (hocc i hi)) (sub_nonneg.2 (hd1 i))]
    · have e : occupation occ i = 0 := by rw [occupation, if_neg hi]
      rw [e]
      nlinarith [mul_nonneg (sub_nonneg.2 (hvirt i hi)) (hd0 i)]
  have hsum := Finset.sum_le_sum (s := Finset.univ) fun i _ => hterm i
  simp only [Finset.sum_sub_distrib, ← Finset.mul_sum] at hsum
  rw [hsumo, hsumd] at hsum
  rw [key, key, hPU]
  simp only [diagonal_apply_eq]
  linarith

/-- One step of the optimal damping algorithm: for relaxed `D` and an Aufbau density `D'` of
`F(D)`, the update is relaxed, minimises the energy on the segment from `D` to `D'`, and does
not raise the energy. -/
theorem oda_step {G : Matrix n n ℝ →ₗ[ℝ] Matrix n n ℝ} (hG : TraceSymm G) {N : ℕ}
    {h D D' : Matrix n n ℝ} (hD : Relaxed N D) (hD' : IsAufbau N (fock h G D) D') :
    Relaxed N (odaUpdate h G D D') ∧
    (∀ l ∈ Set.Icc (0 : ℝ) 1,
      energy h G (odaUpdate h G D D') ≤ energy h G (D + l • (D' - D))) ∧
    energy h G (odaUpdate h G D D') ≤ energy h G D := by
  -- the Aufbau direction has non-positive slope
  have hs : slope h G D D' ≤ 0 := by
    have h1 := hD'.trace_le hD
    simp only [slope, Matrix.mul_sub, trace_sub]
    linarith
  obtain ⟨hmem, hmin⟩ := optimalStep_spec (curvature h G D D') hs
  have hline : ∀ l ∈ Set.Icc (0 : ℝ) 1,
      energy h G (odaUpdate h G D D') ≤ energy h G (D + l • (D' - D)) := by
    intro l hl
    rw [energy_line hG h D D' l, odaUpdate, energy_line hG h D D']
    have h1 := hmin l hl
    linarith
  refine ⟨relaxed_line hD hD'.relaxed hmem, hline, ?_⟩
  have h0 := hline 0 ⟨le_rfl, zero_le_one⟩
  rwa [zero_smul, add_zero] at h0

/-- Two-orbital model: core Hamiltonian `diag(0, 1)`. -/
def modelCore : Matrix (Fin 2) (Fin 2) ℝ := diagonal ![0, 1]

/-- Two-orbital model: interaction factor `diag(2, -2)`. -/
def modelV : Matrix (Fin 2) (Fin 2) ℝ := diagonal ![2, -2]

/-- Two-orbital model: starting density `diag(1/2, 1/2)`. -/
def modelDensity : Matrix (Fin 2) (Fin 2) ℝ := diagonal fun _ => 1 / 2

/-- Two-orbital model: end-point density `diag(1, 0)`. -/
def modelAufbau : Matrix (Fin 2) (Fin 2) ℝ := diagonal ![1, 0]

/-- The two-orbital model with one electron meets the hypotheses of the optimal damping step,
with slope `-1/2` and curvature `2`. -/
theorem oda_step_witness :
    TraceSymm (coulombExchange modelV) ∧ Relaxed 1 modelDensity ∧
    IsAufbau 1 (fock modelCore (coulombExchange modelV) modelDensity) modelAufbau ∧
    slope modelCore (coulombExchange modelV) modelDensity modelAufbau = -1 / 2 ∧
    curvature modelCore (coulombExchange modelV) modelDensity modelAufbau = 2 := by
  have hF : fock modelCore (coulombExchange modelV) modelDensity = diagonal ![-2, -1] := by
    ext i j
    fin_cases i <;> fin_cases j <;>
      simp [fock, coulombExchange, modelCore, modelV, modelDensity, Fin.sum_univ_two] <;>
      norm_num
  have hF' : fock modelCore (coulombExchange modelV) modelAufbau = diagonal ![0, -3] := by
    ext i j
    fin_cases i <;> fin_cases j <;>
      simp [fock, coulombExchange, modelCore, modelV, modelAufbau, Fin.sum_univ_two] <;>
      norm_num
  have q : ∀ x : Fin 2 → ℝ, x ⬝ᵥ modelDensity *ᵥ x = (x 0 ^ 2 + x 1 ^ 2) / 2 := by
    intro x
    simp only [modelDensity, dotProduct, mulVec_diagonal, Fin.sum_univ_two]
    ring
  refine ⟨coulombExchange_witness _, ⟨?_, ?_, ?_, ?_⟩, ?_, ?_, ?_⟩
  · rw [modelDensity, diagonal_transpose]
  · intro x
    rw [q]
    positivity
  · intro x
    rw [q]
    simp only [dotProduct, Fin.sum_univ_two]
    nlinarith [sq_nonneg (x 0), sq_nonneg (x 1)]
  · rw [modelDensity, trace_diagonal, Fin.sum_univ_two]
    norm_num
  · refine ⟨1, ![-2, -1], {0}, -2, by simp, ?_, by simp, ?_, ?_, ?_⟩
    · rw [hF, transpose_one, Matrix.one_mul, Matrix.mul_one]
    · intro i hi
      rw [Finset.mem_singleton] at hi
      rw [hi]
      simp
    · intro i _
      fin_cases i <;> simp <;> norm_num
    · rw [transpose_one, Matrix.one_mul, Matrix.mul_one]
      ext i j
      fin_cases i <;> fin_cases j <;> simp [modelAufbau, occupation]
  · rw [slope, hF]
    simp [modelDensity, modelAufbau, Fin.sum_univ_two] <;> norm_num
  · rw [curvature, hF, hF']
    simp [modelDensity, modelAufbau, Matrix.sub_mul, Fin.sum_univ_two] <;>
      norm_num

end

end OptimalDamping
```

```lean
#print axioms OptimalDamping.fock_line
#print axioms OptimalDamping.energy_line_hasDerivAt
#print axioms OptimalDamping.odaUpdate_energy_lt
#print axioms OptimalDamping.oda_step
```

```
'OptimalDamping.fock_line' depends on axioms: [propext, Classical.choice, Quot.sound]
'OptimalDamping.energy_line_hasDerivAt' depends on axioms: [propext, Classical.choice, Quot.sound]
'OptimalDamping.odaUpdate_energy_lt' depends on axioms: [propext, Classical.choice, Quot.sound]
'OptimalDamping.oda_step' depends on axioms: [propext, Classical.choice, Quot.sound]
```

## How the proof follows the algebra

`fock_line` is the interpolation. In `energy_line`, `simp` expands the traces and `linear_combination` supplies the symmetry of the cross terms; `traceSymm_iff_curvature` adds the converse, and `energy_line_hasDerivAt` the derivative.

`optimalStep_spec` splits into the two cases above, with `nlinarith` using the factorisation or the square. `odaUpdate_energy_lt` gives the strict drop. Both it and `energy_line_hasDerivAt` assume `TraceSymm G`, which their docstrings leave out.

`IsAufbau.trace_le` compares the sums term by term after the shift by $\mu$. `oda_step` combines it with `IsAufbau.relaxed` and `relaxed_line`; setting $l=0$ gives the energy bound.

`coulombExchange_witness` proves symmetry for a factorised Coulomb-minus-exchange map. `oda_step_witness` checks a two-orbital, one-electron example with $s=-1/2$ and $c=2$, for which $l^*=1/4$. It is an algebraic test, not a physical Coulomb system: its integral $(11|22)=V_{11}V_{22}=-4$ is negative, while the Coulomb repulsion between two orbital densities is positive.
